# Richardson extrapolation turns a time-symmetric second-order step into a fourth-order one

A wavepacket moves under a kinetic and a potential term that don't commute. On a grid each term is easy to exponentiate alone, but their sum is not, so the propagator for a short time t is replaced by a product such as the Strang splitting, which is correct through order t². Crossing the same interval in two half steps gives a second, better answer. Combining the two cancels the leading error, and one would expect that to gain one order. For a time-symmetric step it gains two.

Write S(t) for the approximate step and exp(tH) for the exact one. The combination is

R(t) = (4 S(t/2)² − S(t)) / 3.

If S(t)S(−t) = 1 and S(t) agrees with exp(tH) through order t², then R(t) agrees with exp(tH) through order t⁴. These are statements about formal power series in t with a fixed generator H. They compare Taylor coefficients and give no error bound at finite t.

## Operators that can be divided by integers

The coefficients of the series live in a ring `A` that need not be commutative and in which multiplication by rational numbers makes sense. Square matrices over the real or complex numbers are the standard example. For the Schrödinger equation in a finite orthonormal basis, H stands for −i/ħ times the Hamiltonian matrix. Nothing requires H to be anti-Hermitian, so imaginary-time propagation fits as well. A time-dependent Hamiltonian does not, and neither do the domain questions of unbounded operators.

```lean
import Mathlib

open PowerSeries (coeff coeff_mul coeff_mk)

namespace RichardsonStep

noncomputable section

variable {A : Type*} [Ring A] [Algebra ℚ A]
```

The time step is the formal variable of `PowerSeries A`, and it commutes with every coefficient. Changing t to ct multiplies the coefficient of tⁿ by cⁿ, so `scale (1 / 2) S` is the half step and `scale (-1) S` the backward step.

```lean
/-- The series `S(c t)`: the time step of `S(t)` is rescaled by the rational factor `c`. -/
def scale (c : ℚ) (S : PowerSeries A) : PowerSeries A :=
  PowerSeries.mk fun n => c ^ n • coeff n S
```

The exact propagator is defined by its coefficients Hⁿ/n!.

```lean
/-- The exact propagator `exp(t H)` as a formal power series in the time step `t`. -/
def expSeries (H : A) : PowerSeries A :=
  PowerSeries.mk fun n => ((n.factorial : ℚ)⁻¹) • H ^ n
```

`AgreeMod n` compares the coefficients below order n. Thus `AgreeMod 3` means second-order accuracy of a single step, and `AgreeMod 5` means fourth-order accuracy.

```lean
/-- Two series agree modulo `t ^ n`: all their coefficients below order `n` coincide. -/
def AgreeMod (n : ℕ) (S T : PowerSeries A) : Prop :=
  ∀ k < n, coeff k S = coeff k T
```

The combination R(t) and the Strang splitting, with generators K and V for the two parts, are written out directly.

```lean
/-- The Richardson combination `(4 S(t/2)² - S(t)) / 3` of two half steps and one full step. -/
def richardson (S : PowerSeries A) : PowerSeries A :=
  (1 / 3 : ℚ) • ((4 : ℚ) • (scale (1 / 2) S * scale (1 / 2) S) - S)

/-- The Strang splitting `exp(t K / 2) exp(t V) exp(t K / 2)`. -/
def strang (K V : A) : PowerSeries A :=
  expSeries ((1 / 2 : ℚ) • K) * expSeries V * expSeries ((1 / 2 : ℚ) • K)
```

The rational numbers enter by hand wherever a factorial, a half or a third appears. In the code they enter through the scalar multiplication `•`. Without them exp(tH) and R(t) could not be written down for general H and S: in a nonzero ring where 3 = 0, for instance, there is no third to take.

Two lemmas read off coefficients. The first handles rescaled time, and the second expands a product in the usual way, keeping the order of the factors.

```lean
/-- Rescaling time by `c` multiplies the coefficient of order `n` by `c ^ n`. -/
theorem coeff_scale (c : ℚ) (S : PowerSeries A) (n : ℕ) :
    coeff n (scale c S) = c ^ n • coeff n S := by
  rw [scale, coeff_mk]

omit [Algebra ℚ A] in
/-- The order-`n` term of a product collects all ways to share `n` between the factors. -/
theorem coeff_mul_range (P Q : PowerSeries A) (n : ℕ) :
    coeff n (P * Q) = ∑ i ∈ Finset.range (n + 1), coeff i P * coeff (n - i) Q := by
  rw [coeff_mul, Finset.Nat.sum_antidiagonal_eq_sum_range_succ
    (fun i j => coeff i P * coeff j Q)]
```

## Second-order accuracy settles everything through t³

Let sₙ be the coefficient of tⁿ in S(t). The hypothesis `hS : AgreeMod 3 S (expSeries H)` says

s₀ = 1, s₁ = H, s₂ = H²/2.

Physically, the step does nothing at t = 0, has the right generator, and makes no error at order t². The coefficients s₃ and s₄ remain unknown, and they may fail to commute with H.

Let qₙ be the coefficient of tⁿ in S(t/2)², and rₙ that of R(t). Then

qₙ = 2⁻ⁿ (s₀sₙ + s₁sₙ₋₁ + … + sₙs₀),

rₙ = (4qₙ − sₙ)/3.

At the three lowest orders the two half steps reproduce the exact coefficients:

q₀ = 1,

q₁ = (H + H)/2 = H,

q₂ = (H²/2 + H² + H²/2)/4 = H²/2.

Since sₙ has the same value there, rₙ = (4 − 1)sₙ/3 = sₙ. At third order the unknown s₃ appears for the first time:

q₃ = (2s₃ + H·H²/2 + H²/2·H)/8 = s₃/4 + H³/8,

r₃ = (s₃ + H³/2 − s₃)/3 = H³/6.

The weights 4 and −1 are chosen for this cancellation. Time symmetry has not been used yet.

The next lemma supplies the exact coefficients for the comparison. In the main proof, `s0`, `s1` and `s2` are the three known coefficients of S, obtained by chaining `hS` with this lemma.

```lean
/-- The coefficients of the exact propagator up to fourth order. -/
theorem coeff_exp_low (H : A) : coeff 0 (expSeries H) = 1 ∧ coeff 1 (expSeries H) = H ∧
    coeff 2 (expSeries H) = (1 / 2 : ℚ) • (H * H) ∧
    coeff 3 (expSeries H) = (1 / 6 : ℚ) • (H * H * H) ∧
    coeff 4 (expSeries H) = (1 / 24 : ℚ) • (H * H * H * H) := by
  refine ⟨?_, ?_, ?_, ?_, ?_⟩ <;> rw [expSeries, coeff_mk]
  · simp
  · simp
  · simp [pow_two]
  · rw [show ((Nat.factorial 3 : ℕ) : ℚ)⁻¹ = 1 / 6 by norm_num [Nat.factorial]]
    simp only [pow_succ, pow_zero, one_mul]
  · rw [show ((Nat.factorial 4 : ℕ) : ℚ)⁻¹ = 1 / 24 by norm_num [Nat.factorial]]
    simp only [pow_succ, pow_zero, one_mul]
```

If the generator is wrong, extrapolation can't repair it. With S(t) = exp(tG) and G ≠ H, the combination returns exp(tG). For a time-symmetric step, however, the condition at order t² comes for free: the t² coefficient of S(t)S(−t) = 1 reads 2s₂ − H² = 0 once s₀ = 1 and s₁ = H. A symmetric step that is correct to first order is therefore already correct to second.

## Time symmetry ties the fourth coefficient to the third

The hypothesis `hsym : S * scale (-1) S = 1` says that a backward step followed by a forward step of equal length restores the state. This differs from unitarity. For anti-Hermitian K and V, the product exp(tK)exp(tV) is unitary at every real t, yet it is not time symmetric unless K and V commute.

The exact flow has the symmetry. Multiplying exp(atH) by exp(btH) gives at order tⁿ

Σ aⁱ bʲ/(i! j!) Hⁿ = (a + b)ⁿ/n! Hⁿ, with the sum over i + j = n,

by the binomial theorem. In Lean, `add_pow'` is that theorem, and the step `hc` relates the binomial coefficient to the factorials.

```lean
/-- Exact propagation composes: `exp(a t H) exp(b t H) = exp((a + b) t H)`. -/
theorem exp_mul (H : A) (a b : ℚ) :
    scale a (expSeries H) * scale b (expSeries H) = scale (a + b) (expSeries H) := by
  ext n
  rw [coeff_mul]
  simp only [scale, expSeries, coeff_mk]
  rw [(Commute.all a b).add_pow', Finset.sum_smul]
  refine Finset.sum_congr rfl ?_
  rintro ⟨i, j⟩ hij
  obtain rfl := Finset.HasAntidiagonal.mem_antidiagonal.mp hij
  have h : ((i + j).choose i : ℚ) * i.factorial * j.factorial = (i + j).factorial := by
    rw [Nat.choose_symm_add]
    exact_mod_cast Nat.add_choose_mul_factorial_mul_factorial i j
  have hi : (i.factorial : ℚ) ≠ 0 := by exact_mod_cast i.factorial_ne_zero
  have hj : (j.factorial : ℚ) ≠ 0 := by exact_mod_cast j.factorial_ne_zero
  have hn : ((i + j).factorial : ℚ) ≠ 0 := by exact_mod_cast (i + j).factorial_ne_zero
  have hc : ((i + j).choose i : ℚ) * ((i + j).factorial : ℚ)⁻¹
      = (i.factorial : ℚ)⁻¹ * (j.factorial : ℚ)⁻¹ := by
    field_simp
    linear_combination h
  simp only [smul_smul, smul_mul_smul_comm, ← pow_add, nsmul_eq_mul]
  congr 1
  linear_combination (-(a ^ i * b ^ j)) * hc
```

Setting a = 1 and b = −1 leaves the series at time zero, which is 1.

```lean
/-- The exact propagator is time symmetric: `exp(t H) exp(-t H) = 1`. -/
theorem exp_mul_neg (H : A) : expSeries H * scale (-1) (expSeries H) = 1 := by
  have h1 : scale 1 (expSeries H) = expSeries H := by
    ext n
    rw [coeff_scale, one_pow, one_smul]
  have h := exp_mul H 1 (-1)
  rw [h1, add_neg_cancel] at h
  rw [h]
  ext n
  rw [coeff_scale, PowerSeries.coeff_one]
  rcases n with _ | n
  · rw [(coeff_exp_low H).1]; simp
  · simp
```

For a general S, the symmetry is needed at order t⁴. The coefficients of S(−t) are (−1)ⁿsₙ, so the t⁴ coefficient of S(t)S(−t) = 1 is

s₄ − Hs₃ + (H²/2)(H²/2) − s₃H + s₄ = 0,

which rearranges to

2s₄ = Hs₃ + s₃H − H⁴/4.

The lemma below is this equation. Its proof takes `coeff 4` of both sides of `hsym`, expands the product and inserts the known coefficients.

```lean
/-- For a time-symmetric `S` equal to `exp(t H)` modulo `t^3`, the third-order coefficient
determines the fourth-order one. -/
theorem symmetric_coeff_four {H : A} {S : PowerSeries A}
    (hsym : S * scale (-1) S = 1) (hS : AgreeMod 3 S (expSeries H)) :
    coeff 4 S + coeff 4 S =
      H * coeff 3 S + coeff 3 S * H - (1 / 4 : ℚ) • (H * H * H * H) := by
  obtain ⟨e0, e1, e2, -, -⟩ := coeff_exp_low H
  have s0 := (hS 0 (by omega)).trans e0
  have s1 := (hS 1 (by omega)).trans e1
  have s2 := (hS 2 (by omega)).trans e2
  -- the fourth-order term of `S(t) S(-t) = 1`
  have e := congrArg (coeff 4) hsym
  rw [PowerSeries.coeff_one, if_neg (by norm_num), coeff_mul_range] at e
  simp only [Finset.sum_range_succ, Finset.sum_range_zero, coeff_scale, s0, s1, s2,
    smul_mul_assoc, mul_smul_comm, one_mul, mul_one, ← mul_assoc] at e
  linear_combination (norm := module) e
```

Now the last coefficient of R(t) can be found. The two half steps give

q₄ = (2s₄ + Hs₃ + s₃H + H⁴/4)/16.

Symmetry replaces Hs₃ + s₃H by 2s₄ + H⁴/4, so

q₄ = (4s₄ + H⁴/2)/16 = s₄/4 + H⁴/32,

r₄ = (s₄ + H⁴/8 − s₄)/3 = H⁴/24.

This is the exact coefficient. The theorem takes the two hypotheses and returns agreement modulo t⁵. Its proof splits into the five orders k = 0, …, 4. The first four close from `hS` alone, and only the last calls on the symmetry, through `c4`.

```lean
/-- Richardson step: if `S(t) S(-t) = 1` and `S(t) = exp(t H)` modulo `t^3`, then
`(4 S(t/2)² - S(t)) / 3 = exp(t H)` modulo `t^5`. -/
theorem richardson_fourth_order {H : A} {S : PowerSeries A}
    (hsym : S * scale (-1) S = 1) (hS : AgreeMod 3 S (expSeries H)) :
    AgreeMod 5 (richardson S) (expSeries H) := by
  have c4 := symmetric_coeff_four hsym hS
  obtain ⟨e0, e1, e2, e3, e4⟩ := coeff_exp_low H
  have s0 := (hS 0 (by omega)).trans e0
  have s1 := (hS 1 (by omega)).trans e1
  have s2 := (hS 2 (by omega)).trans e2
  intro k hk
  rw [richardson, map_rat_smul, map_sub, map_rat_smul, coeff_mul_range]
  rcases (by omega : k = 0 ∨ k = 1 ∨ k = 2 ∨ k = 3 ∨ k = 4) with rfl | rfl | rfl | rfl | rfl <;>
    simp only [Finset.sum_range_succ, Finset.sum_range_zero, coeff_scale, s0, s1, s2,
      e0, e1, e2, e3, e4, smul_mul_assoc, mul_smul_comm, one_mul, mul_one, ← mul_assoc]
  · module
  · module
  · module
  · module
  · -- only here is time symmetry needed
    linear_combination (norm := module) (-1 / 12 : ℚ) • c4
```

Without symmetry, the same algebra leaves

r₄ − H⁴/24 = −(1/12)(2s₄ − Hs₃ − s₃H + H⁴/4).

The bracket is the t⁴ coefficient of S(t)S(−t), so the surviving error measures how far the step fails to be reversible at that order. The truncated Taylor step S(t) = 1 + tH + t²H²/2 shows the loss. It has s₃ = s₄ = 0, and its extrapolation has H⁴/48 where H⁴/24 is needed. If H⁴ ≠ 0, it gains one order and not two.

## Linear algebra on noncommuting words

The fourth-order case turns on one line:

`linear_combination (norm := module) (-1 / 12 : ℚ) • c4`

By default `linear_combination` finishes with `ring`, which expects commuting factors. Here Hs₃ and s₃H may be different operators. The option `norm := module` hands the final check to a tactic that only collects rational multiples of terms and never exchanges factors.

For this to work, equal products must look equal. The preceding `simp only` therefore moves rational factors to the front with `smul_mul_assoc` and `mul_smul_comm`, and brackets every product from the left with `← mul_assoc`. After that, H⁴, Hs₃, s₃H and s₄ behave like independent vectors. The tactic checks that the difference between the two sides of the goal is −1/12 times the difference between the two sides of `c4`. This is the factor −1/12 in the error formula above.

## The Strang splitting meets both conditions

For arbitrary K and V, the symmetric product is

S(t) = exp(tK/2) exp(tV) exp(tK/2).

Reversing t and multiplying from the right makes the factors cancel from the inside out: first the two adjacent K factors, then the V factors, then the outer K factors. The `calc` block does the same, using `exp_mul_neg` for each pair. The local fact `hmul` is what allows time reversal to be applied factor by factor.

For the accuracy, the constant term is 1 and the first-order term is K/2 + V + K/2 = K + V. At second order the three factors contribute

K²/8 + V²/2 + K²/8 + KV/2 + VK/2 + K²/4 = (K + V)²/2.

The second half of the proof checks these three orders in turn.

```lean
/-- The Strang splitting is time symmetric and agrees with `exp(t (K + V))` modulo `t^3`. -/
theorem strang_witness (K V : A) : strang K V * scale (-1) (strang K V) = 1 ∧
    AgreeMod 3 (strang K V) (expSeries (K + V)) := by
  constructor
  · have hmul : ∀ P Q : PowerSeries A, scale (-1) (P * Q) = scale (-1) P * scale (-1) Q := by
      intro P Q
      ext n
      rw [coeff_scale, coeff_mul, coeff_mul, Finset.smul_sum]
      refine Finset.sum_congr rfl fun x hx => ?_
      rw [coeff_scale, coeff_scale, smul_mul_smul_comm, ← pow_add,
        Finset.HasAntidiagonal.mem_antidiagonal.mp hx]
    have hK := exp_mul_neg ((1 / 2 : ℚ) • K)
    have hV := exp_mul_neg V
    rw [strang, hmul, hmul]
    generalize expSeries ((1 / 2 : ℚ) • K) = a at *
    generalize expSeries V = b at *
    -- the factors cancel from the inside out
    calc a * b * a * (scale (-1) a * scale (-1) b * scale (-1) a)
        = a * (b * (a * scale (-1) a) * scale (-1) b) * scale (-1) a := by
          simp only [mul_assoc]
      _ = 1 := by rw [hK, mul_one, hV, mul_one, hK]
  · have e0 := fun X : A => (coeff_exp_low X).1
    have e1 := fun X : A => (coeff_exp_low X).2.1
    have e2 := fun X : A => (coeff_exp_low X).2.2.1
    intro k hk
    rcases (by omega : k = 0 ∨ k = 1 ∨ k = 2) with rfl | rfl | rfl
    · simp only [strang, coeff_mul_range, Finset.sum_range_succ, Finset.sum_range_zero,
        e0, mul_one, zero_add]
    · simp only [strang, coeff_mul_range, Finset.sum_range_succ, Finset.sum_range_zero,
        e0, e1, mul_one, one_mul, zero_add]
      module
    · simp only [strang, coeff_mul_range, Finset.sum_range_succ, Finset.sum_range_zero,
        e0, e1, e2, mul_one, one_mul, zero_mul, zero_add, add_mul, mul_add, smul_mul_assoc,
        mul_smul_comm]
      module
```

Inserting both facts into the general theorem, with H = K + V, gives the fourth-order formula.

```lean
/-- The extrapolated Strang splitting agrees with `exp(t (K + V))` modulo `t^5`. -/
theorem strang_richardson (K V : A) :
    AgreeMod 5 (richardson (strang K V)) (expSeries (K + V)) :=
  richardson_fourth_order (strang_witness K V).1 (strang_witness K V).2

end

end RichardsonStep
```

```lean
#print axioms RichardsonStep.richardson_fourth_order
#print axioms RichardsonStep.strang_richardson
```

```
'RichardsonStep.richardson_fourth_order' depends on axioms: [propext, Classical.choice, Quot.sound]
'RichardsonStep.strang_richardson' depends on axioms: [propext, Classical.choice, Quot.sound]
```

## Three Strang steps in a propagation code

In a split-operator code, one extrapolated step acts on a state vector ψ as follows:

φ₁ = S(t)ψ,

φ₂ = S(t/2)S(t/2)ψ,

ψ_new = (4φ₂ − φ₁)/3.

An existing Strang routine is called three times, and no step runs backward in time. The two adjacent factors exp(tK/4) in the middle of φ₂ can be merged into one exp(tK/2). The correction ψ_new − φ₂ = (φ₂ − φ₁)/3 also serves as an estimate of the error in φ₂, which helps in choosing the time step.

A linear combination of unitary steps is in general not unitary. When K and V are anti-Hermitian matrices, φ₁ and φ₂ have the same norm as ψ, and expanding the square gives ‖ψ_new‖² = ‖ψ‖² + (4/9)‖φ₂ − φ₁‖². The norm can therefore only grow, and since φ₂ − φ₁ is of order t³, the excess per step is of order t⁶. For a finite matrix model with fixed K and V that don't commute, a simple test of an implementation is to halve t at fixed total time: once t is small enough, and before rounding takes over, the error should fall by a factor of about 16, against about 4 for plain Strang steps, unless the leading error term happens to vanish.
